# The gauge-invariant monomials of unit links on a ring are the integer powers of the loop product

Q: You represent each link by a complex number of modulus one, free to take any value. In a Berry-phase calculation I have overlaps $S_j=\langle u_j|u_{j+1}\rangle$ between neighbouring states, and their moduli are generally below one. Why is your object the right one?

A: Because a gauge change acts only on the phase of an overlap. Take one normalised state $|u_j\rangle$ at each of $N$ points on a closed path, and suppose that no neighbouring overlap vanishes. Define the link $z_j=S_j/|S_j|$. If each state is rephased, $|u_j\rangle\to c_j|u_j\rangle$ with $|c_j|=1$, then $|S_j|$ stays as it was and

$$z_j\;\to\;\overline{c_j}\,z_j\,c_{j+1}.$$

The moduli are already invariant one by one, so the gauge question concerns the phases alone. The sites are labelled by `ZMod N`, the integers modulo $N$, so that $j+1$ returns to $0$ after $N-1$. The instance `NeZero N` says $N\ge 1$.

```lean
import Mathlib

open Finset
open scoped ComplexConjugate

namespace LoopPowerGaugeInvariance

noncomputable section

variable {N : ℕ} [NeZero N]
```

Q: And the gauge rule itself?

A: Links and site phases are both functions from `ZMod N` to `Circle`, Mathlib's group of unit complex numbers. The rule is written with a group inverse where you would write a conjugate.

```lean
/-- The gauge change of unit links on a ring by site phases `c`. -/
def gauge (c z : ZMod N → Circle) : ZMod N → Circle :=
  fun j => (c j)⁻¹ * z j * c (j + 1)
```

Q: Which quantities do you test for invariance?

A: Products of links with an integer exponent on each. For a function $a$ from the sites to the integers, write

$$M_a(z)=\prod_j z_j^{a_j}.$$

Negative exponents are allowed and amount to conjugated links. Integers keep each power single-valued on the circle.

```lean
/-- The product of the links, each raised to its own integer power. -/
def linkMonomial (a : ZMod N → ℤ) (z : ZMod N → Circle) : Circle :=
  ∏ j, z j ^ a j
```

The special case with every exponent equal to one is the loop product $L(z)=\prod_j z_j$. For a single band sampled at finitely many points, with non-vanishing neighbouring overlaps, its argument is the discrete Berry phase modulo $2\pi$, up to the sign convention.

```lean
/-- The product of all links once around the ring. -/
def loopProduct (z : ZMod N → Circle) : Circle := ∏ j, z j
```

Q: I would still like to see the conjugate. An inverse and a conjugate agree only on the unit circle.

A: That is where all these numbers live, and the next lemma states the rule in $\mathbb{C}$, with `conj` in place of the inverse. The proof unfolds `gauge` and uses the fact that the inverse of a `Circle` element, read as a complex number, is its conjugate.

```lean
omit [NeZero N] in
/-- As complex numbers, the links change by `z_j → conj(c_j) z_j c_(j+1)`. -/
theorem coe_gauge (c z : ZMod N → Circle) (j : ZMod N) :
    (gauge c z j : ℂ) = conj (c j : ℂ) * (z j : ℂ) * (c (j + 1) : ℂ) := by
  simp only [gauge, Circle.coe_mul, Circle.coe_inv_eq_conj]
```

Q: Now the physics. What does a gauge change do to $M_a$?

A: Substitute and separate the factors:

$$M_a(z')=\prod_j c_j^{-a_j}\;\prod_j z_j^{a_j}\;\prod_j c_{j+1}^{a_j}.$$

In the last product, rename the site $j+1$ as $j$. The ring has no ends, so nothing is left over, and the product becomes $\prod_j c_j^{a_{j-1}}$. Hence

$$M_a(z')=M_a(z)\prod_j c_j^{\,q_j},\qquad q_j=a_{j-1}-a_j.$$

Each site carries an integer charge $q_j$: the exponent of the link that arrives minus the exponent of the link that leaves.

```lean
/-- Under a gauge change a link monomial acquires the phase `c_j` to the power
`a_(j-1) - a_j` from each site. -/
theorem linkMonomial_gauge (a : ZMod N → ℤ) (c z : ZMod N → Circle) :
    linkMonomial a (gauge c z) =
      linkMonomial a z * ∏ j, c j ^ (a (j - 1) - a j) := by
  -- move the phase at the far end of each link to its own site
  have shift : ∏ j, c (j + 1) ^ a j = ∏ j, c j ^ a (j - 1) :=
    Fintype.prod_equiv (Equiv.addRight (1 : ZMod N)) _ _ (fun j => by simp)
  simp only [linkMonomial, gauge, mul_zpow, inv_zpow, zpow_sub,
    Finset.prod_mul_distrib, Finset.prod_inv_distrib, shift]
  have rearrange : ∀ A Z S : Circle, A⁻¹ * Z * S = Z * (S * A⁻¹) := by
    intro A Z S
    rw [mul_comm A⁻¹ Z, mul_assoc, mul_comm A⁻¹ S]
  exact rearrange _ _ _
```

In the proof, `shift` is the renaming, carried out by the bijection $j\mapsto j+1$ of the ring. The `simp only` line distributes powers over products, and `rearrange` puts the commuting factors in the order of the statement.

Q: If all charges vanish, $M_a$ is invariant. But could non-zero charges still give a total factor of one?

A: For particular phases, yes. For all phases, no. Suppose an integer $n$ satisfies $t^n=1$ for every unit $t$. If $n\neq 0$, choose $t=e^{i\pi/n}$. Then $t^n=e^{i\pi}=-1$, a contradiction, so $n=0$.

```lean
/-- An integer power that sends every unit complex number to one is the zeroth power. -/
theorem charge_eq_zero (n : ℤ) (h : ∀ t : Circle, t ^ n = 1) : n = 0 := by
  by_contra hn
  have hn' : (n : ℂ) ≠ 0 := Int.cast_ne_zero.mpr hn
  -- the phase π / n is sent to -1
  have h1 := congrArg (fun t : Circle => (t : ℂ)) (h (Circle.exp (Real.pi / n)))
  simp only [Circle.coe_zpow, Circle.coe_exp, Circle.coe_one] at h1
  rw [← Complex.exp_int_mul] at h1
  have h2 : (n : ℂ) * (((Real.pi / n : ℝ) : ℂ) * Complex.I) = Real.pi * Complex.I := by
    push_cast
    field_simp
  rw [h2, Complex.exp_pi_mul_I] at h1
  norm_num at h1
```

The Lean proof follows the same line. It assumes $n\ne0$, evaluates the hypothesis at `Circle.exp (Real.pi / n)`, passes to complex numbers, and finds $-1=1$, which `norm_num` rejects.

Q: That deals with one charge. The total factor contains all of them.

A: Isolate them one at a time. Set $c_k=t$ at a single site $k$ and $c_j=1$ elsewhere. The total factor reduces to $t^{q_k}$, and invariance makes it one for every $t$, so $q_k=0$. Since $k$ was arbitrary, $a_{k-1}=a_k$ for every $k$. Starting at site $0$ and stepping round the ring gives $a_1=a_0$, then $a_2=a_1$, and so on until every exponent equals $a_0$. Conversely, equal exponents make every charge zero, and the total factor is one.

Q: Did you have to vary the links as well as the phases?

A: No. The links $z$ stayed fixed throughout, and $M_a(z)$ cancelled from both sides. The next theorem records this: at any one configuration `z`, invariance under all `c` is equivalent to equality of all exponents.

```lean
/-- At any one link configuration, a link monomial is unchanged by all gauge changes
exactly when all its exponents are equal. -/
theorem invariant_at_iff (a : ZMod N → ℤ) (z : ZMod N → Circle) :
    (∀ c, linkMonomial a (gauge c z) = linkMonomial a z) ↔ ∀ i j, a i = a j := by
  constructor
  · intro h
    -- a phase on the single site k detects the charge of that site
    have charge : ∀ k, a (k - 1) - a k = 0 := by
      intro k
      apply charge_eq_zero
      intro t
      have h1 := h (fun j => if j = k then t else 1)
      rw [linkMonomial_gauge] at h1
      have h2 := mul_left_cancel (h1.trans (mul_one _).symm)
      have h3 : ∏ j, (if j = k then t else 1) ^ (a (j - 1) - a j)
          = t ^ (a (k - 1) - a k) := by
        rw [Fintype.prod_eq_single k]
        · simp
        · intro j hj
          simp [hj]
      exact h3.symm.trans h2
    -- neighbouring exponents agree, hence all of them do
    have walk : ∀ n : ℕ, a (n : ZMod N) = a 0 := by
      intro n
      induction n with
      | zero => simp
      | succ n ih =>
        have h4 := charge ((n : ZMod N) + 1)
        rw [add_sub_cancel_right] at h4
        rw [Nat.cast_add, Nat.cast_one]
        linarith
    have all : ∀ j, a j = a 0 := by
      intro j
      have h5 := walk j.val
      rwa [ZMod.natCast_zmod_val] at h5
    intro i j
    rw [all i, all j]
  · intro h c
    have h0 : ∀ j, a (j - 1) - a j = 0 := fun j => sub_eq_zero.mpr (h _ _)
    rw [linkMonomial_gauge]
    simp only [h0, zpow_zero, Finset.prod_const_one, mul_one]
```

Inside the proof, `charge` is the single-site test. There `mul_left_cancel` removes $M_a(z)$, and `Fintype.prod_eq_single` reduces the product over sites to the factor at $k$. The induction `walk` takes the steps round the ring, and `all` rewrites an arbitrary site as a natural number below $N$ so that `walk` applies to it. The reverse direction inserts zero charges into the transformation law.

Q: Here is a case that bothers me. With two states on a closed path, $z_1=\overline{z_0}$. Your links are independent, but mine are not.

A: The single-configuration theorem covers that case, because it accepts whatever links your states produce. You can also check it directly. With $z_1=\overline{z_0}$ the monomial is $z_0^{a_0-a_1}$, and since $z_0$ can be rotated to any phase, it is invariant exactly when $a_0=a_1$. For $N=1$ the only link starts and ends at the same site, so the gauge factors cancel; every monomial is invariant, and the condition on the exponents holds trivially.

Q: Then what does the main theorem say in words?

A: For every $N\ge1$ and every choice of integer exponents, the following are equivalent: $M_a$ is unchanged by every gauge change of every link configuration, and all the exponents are equal.

```lean
/-- A link monomial is gauge invariant exactly when all its exponents are equal. -/
theorem gauge_invariant_iff (a : ZMod N → ℤ) :
    (∀ c z, linkMonomial a (gauge c z) = linkMonomial a z) ↔ ∀ i j, a i = a j :=
  ⟨fun h => (invariant_at_iff a 1).mp (fun c => h c 1),
    fun h c z => (invariant_at_iff a z).mpr h c⟩
```

For the forward direction the proof needs just one configuration, and it takes the one with all links equal to one. For the reverse direction it applies the previous theorem at each configuration in turn.

Q: You have restricted yourself to monomials. Perhaps some cleverer function of the links carries gauge-invariant information that the loop product misses.

A: A completeness result settles that. Two configurations $w$ and $z$ are related by a gauge change exactly when $L(w)=L(z)$. A gauge-invariant function of the links, monomial or otherwise, therefore takes the same value on any two configurations with the same loop product.

One direction is the transformation law with all exponents equal to one. For the other, suppose $L(w)=L(z)$ and construct the gauge. Define the link ratios and their accumulated products,

$$r_j=z_j^{-1}w_j,\qquad P_n=\prod_{k=0}^{n-1}r_k,\qquad P_0=1,$$

and set $c_j=P_j$ for $j=0,\dots,N-1$. On every link before the last, $c_{j+1}=P_{j+1}=P_jr_j$, so

$$\overline{c_j}\,z_j\,c_{j+1}=P_j^{-1}z_jP_j\,z_j^{-1}w_j=w_j.$$

The last link leads back to site $0$, where the phase has already been fixed as $c_0=1$. The same calculation works there only if $P_N=1$. But $P_N=L(w)/L(z)$, and this is one by hypothesis.

```lean
/-- Two configurations of unit links are related by a gauge change exactly when
their loop products agree. -/
theorem gauge_equivalent_iff (w z : ZMod N → Circle) :
    (∃ c, w = gauge c z) ↔ loopProduct w = loopProduct z := by
  constructor
  · rintro ⟨c, rfl⟩
    simpa [linkMonomial, loopProduct] using linkMonomial_gauge (fun _ => 1) c z
  · intro h
    let r : ZMod N → Circle := fun j => (z j)⁻¹ * w j
    -- accumulate the link ratios along the ring
    let P : ℕ → Circle := fun n => ∏ k ∈ range n, r (k : ZMod N)
    have total : P N = 1 := by
      have h1 : P N = ∏ j, r j :=
        Finset.prod_nbij' (fun k : ℕ => (k : ZMod N)) ZMod.val
          (fun _ _ => Finset.mem_univ _)
          (fun j _ => Finset.mem_range.mpr (ZMod.val_lt j))
          (fun k hk => ZMod.val_cast_of_lt (Finset.mem_range.mp hk))
          (fun j _ => ZMod.natCast_zmod_val j)
          (fun _ _ => rfl)
      have h2 : ∏ j, w j = ∏ j, z j := h
      rw [h1]
      simp only [r, Finset.prod_mul_distrib, Finset.prod_inv_distrib]
      rw [h2, inv_mul_cancel]
    have step : ∀ j : ZMod N, P (j + 1).val = P j.val * r j := by
      intro j
      have h3 : P (j.val + 1) = P j.val * r j := by
        simp only [P, Finset.prod_range_succ, ZMod.natCast_zmod_val]
      have h4 : j + 1 = ((j.val + 1 : ℕ) : ZMod N) := by
        rw [Nat.cast_add, Nat.cast_one, ZMod.natCast_zmod_val]
      rw [← h3, h4]
      rcases Nat.lt_or_ge (j.val + 1) N with hlt | hge
      · rw [ZMod.val_cast_of_lt hlt]
      · -- the last link closes because the loop products agree
        have h5 : j.val + 1 = N := le_antisymm (ZMod.val_lt j) hge
        rw [h5, ZMod.natCast_self, ZMod.val_zero, total]
        simp [P]
    refine ⟨fun j => P j.val, ?_⟩
    funext j
    change w j = (P j.val)⁻¹ * z j * P (j + 1).val
    rw [step j]
    change w j = (P j.val)⁻¹ * z j * (P j.val * ((z j)⁻¹ * w j))
    rw [mul_assoc, mul_left_comm (z j), inv_mul_cancel_left, mul_inv_cancel_left]
```

Q: Where does the Lean proof deal with that last link?

A: In `step`, which states $c_{j+1}=c_jr_j$ for every site, including the last. It splits into two cases. If $j+1<N$, the relation is the definition of the accumulated product. If $j+1=N$, the site label returns to $0$, and `total`, the statement $P_N=1$, closes the ring. To prove `total`, the product over the numbers $0,\dots,N-1$ is matched with the product over `ZMod N`, and the equality of loop products is then used. The final rewrites cancel $P_j$ and $z_j$ as in the display above.

Q: So how do "all exponents equal" and "a power of the loop product" fit together?

A: If every $a_j$ equals $n$, then $M_a(z)=\prod_jz_j^n=L(z)^n$. In the other direction, $L$ is gauge invariant, and so is each of its powers. The last theorem states the equivalence with a single integer $n$ that serves all configurations at once.

```lean
/-- The gauge-invariant link monomials are exactly the integer powers of the loop product. -/
theorem gauge_invariant_iff_loop_power (a : ZMod N → ℤ) :
    (∀ c z, linkMonomial a (gauge c z) = linkMonomial a z) ↔
      ∃ n : ℤ, ∀ z, linkMonomial a z = loopProduct z ^ n := by
  constructor
  · intro h
    have h1 := (gauge_invariant_iff a).mp h
    refine ⟨a 0, fun z => ?_⟩
    unfold linkMonomial loopProduct
    rw [← Finset.prod_zpow]
    exact Finset.prod_congr rfl (fun j _ => by rw [h1 j 0])
  · rintro ⟨n, hn⟩ c z
    rw [hn, hn, (gauge_equivalent_iff (gauge c z) z).mp ⟨c, rfl⟩]

end

end LoopPowerGaugeInvariance
```

The forward part takes $n=a_0$ and pulls the common exponent out of the product with `Finset.prod_zpow`. The reverse part gets the invariance of the loop product from the completeness theorem.

```lean
#print axioms LoopPowerGaugeInvariance.coe_gauge
#print axioms LoopPowerGaugeInvariance.gauge_invariant_iff_loop_power
```

```
'LoopPowerGaugeInvariance.coe_gauge' depends on axioms: [propext, Classical.choice, Quot.sound]
'LoopPowerGaugeInvariance.gauge_invariant_iff_loop_power' depends on axioms: [propext, Classical.choice, Quot.sound]
```

Q: Are all these powers equally good for extracting a Berry phase?

A: They are equally invariant, but they don't carry equal information. The zeroth power is the constant one. The power $n=-1$ reverses the sign of the phase. For $|n|\ge2$ the phase is multiplied by $n$, and Berry phases that differ by $2\pi/n$ can no longer be told apart. Only $n=\pm1$ determines the loop product itself.

Q: Where would I meet this in a program?

A: An eigensolver returns each $|u_j\rangle$ with a phase that has no physical meaning. The program forms the overlaps around the path, multiplies them, and takes the argument of the result. The arbitrary phases cancel provided that each link enters once, with the same orientation, and the closing link uses the stored state from the first point. If the Hamiltonian at that point is diagonalised again and the state comes back with a different phase, the cancellation fails at the join. On a path across the Brillouin zone, the state at the end point is built from the stored first state with the appropriate reciprocal-lattice phase factor, so it inherits the same $c_0$.

A direct check is to multiply each of the $N$ states by its own random phase, rebuild the end-point state from the first one if the path uses such a copy, and recompute the overlaps. The loop product should be unchanged up to rounding. If the program has left out one link of a ring with $N\ge2$, the exponents are no longer all equal, and the theorem says that some choice of phases will change the answer. The single-site argument also tells you where to look: the charges are non-zero at the two ends of the missing link.

Q: What remains outside your model?

A: Several things:

- A group of bands treated together has overlap matrices, in general not unitary, and their unitary parts take the place of the links. These need not commute, and the separation of factors used here relies on commuting phases. If the overlap matrices are invertible, the determinants of their unitary parts do transform as the unit links used here, and the argument of their loop product is the total discrete Berry phase of the group, modulo $2\pi$ and up to the sign convention.
- A vanishing overlap has no phase, so it defines no link.
- The number of points $N$ is fixed, and nothing is said about convergence to the continuum Berry phase as the path is refined.
- The links are given as data. The theorems do not derive them from a Hamiltonian.
